# In a fixed finite basis, an electron gas with a kinetic gap has bounded correlation energy at high density

## Does the two-level energy drop stay finite with many levels?

Let r = r_s be the radius, in bohr, of a sphere that holds one electron on average, so that high density means small r. With lengths measured in units of r, the Hamiltonian of an electron gas with fixed particle number has the form T/r² + V/r, where T and V do not depend on r. Take two states for which T has the energies 0 and g > 0, and V only couples them, with matrix element w > 0. The lower of my two levels is

E = (g/2 − √(g²/4 + r²w²)) / r².

As r → 0 this tends to −w²/g, although both terms of the Hamiltonian blow up. With many levels, the excited states also couple to each other. Does the energy still stay within a finite distance of the first-order value, and can I say how far below it lies at a given r?

## The drop is at most ‖Vx‖²/(g − 2r‖V‖)

Yes, provided the basis is finite, the kinetic ground state x is non-degenerate with gap g, and 2r‖V‖ < g. It is easiest to multiply the Hamiltonian by r² and study T + rV. Let x be a unit vector with Tx = tx, and let E now be the lowest eigenvalue of T + rV.

**Upper bound.** Expand x in an orthonormal eigenbasis of T + rV. Its expectation value is a weighted average of eigenvalues, all at least E, so

E ≤ t + r⟨x,Vx⟩.

**Energy orthogonal to x.** Consider T + g|x⟩⟨x| and an eigenvector z with eigenvalue μ. If ⟨x,z⟩ = 0, then z is an eigenvector of T, so μ ≥ t + g by the gap. Otherwise, taking the inner product with x gives (t + g)⟨x,z⟩ = μ⟨x,z⟩, so μ = t + g. All eigenvalues are therefore at least t + g. The added term vanishes on any y orthogonal to x, hence

⟨y,Ty⟩ ≥ (t + g)‖y‖².

**Lower bound.** Write an eigenvector of T + rV for E as z = ax + y, with y orthogonal to x, and set N = ‖z‖² = |a|² + ‖y‖² > 0. Then

EN = t|a|² + ⟨y,Ty⟩ + r|a|²⟨x,Vx⟩ + 2r Re(a⟨y,Vx⟩) + r⟨y,Vy⟩.

Cauchy–Schwarz gives Re(a⟨y,Vx⟩) ≥ −|a|‖y‖‖Vx‖ and ⟨y,Vy⟩ ≥ −‖V‖‖y‖². This second estimate takes care of the coupling among excited states. Using also ⟨x,Vx⟩ ≤ ‖V‖ and writing D = g − 2r‖V‖ > 0,

EN ≥ (t + r⟨x,Vx⟩)N + D‖y‖² − 2r‖Vx‖|a|‖y‖.

Put s = r²‖Vx‖²/D. Completing the square,

D‖y‖² − 2r‖Vx‖|a|‖y‖ = (D‖y‖ − r‖Vx‖|a|)²/D − s|a|² ≥ −sN.

Dividing by N gives

t + r⟨x,Vx⟩ − r²‖Vx‖²/(g − 2r‖V‖) ≤ E.

Dividing both bounds by r² returns to T/r² + V/r: its ground energy lies below t/r² + ⟨x,Vx⟩/r by at most ‖Vx‖²/(g − 2r‖V‖). As r → 0 this allowance tends to ‖Vx‖²/g. The drop itself can be smaller: if Vx is a multiple of x, it is zero.

**Numbers for your two levels.** Take g = w = 1 and r = 0.1. Then t = 0, ⟨x,Vx⟩ = 0 and ‖V‖ = ‖Vx‖ = 1. The bounds for T + rV are −0.01/0.8 = −0.0125 and 0, and the eigenvalue is 0.5 − √0.26 ≈ −0.0099. After division by r² = 0.01, the energy is about −0.99, between −1.25 and 0.

### What the Lean theorems say

`groundEnergy_bounds` is the statement for T + rV with r ≥ 0, and `jellium_bounds` the one for T/r² + V/r with r > 0. The space `H` is a finite-dimensional complex inner product space, operators are continuous linear maps `H →L[ℂ] H`, and `‖V‖` is the operator norm.

- `Hermitian A` says that A can be moved across the inner product.
- `expect A u` is the real part of ⟨u,Au⟩ without normalisation. For Hermitian A and nonzero u, the physical expectation value is this number divided by ‖u‖².
- `IsGroundEnergy A E` says that E is the least real eigenvalue of A. The bounds take such an E as given.
- `GappedState T t g x` says that x is a unit eigenvector with energy t, and that every eigenvector orthogonal to x has energy at least t + g. Thus g may be any lower bound on the excitation gap. For jellium, this condition stands for a closed shell of plane waves.

The name `jellium` refers only to the scaling form: T and V are arbitrary Hermitian operators, and no Coulomb matrix elements appear. For a closed-shell electron gas with fixed particle number and a finite set of plane waves, kept the same in scaled units as r changes, x is the plane-wave determinant, and the result limits the correlation energy measured from that determinant's energy.

The step to the real electron gas is the removal of the basis cutoff and the passage to infinite size. There the gap closes, and in three dimensions the correlation energy per electron diverges logarithmically as r_s → 0, so the finite-basis bound must not be carried over.

```lean
import Mathlib

open scoped InnerProductSpace

namespace JelliumHighDensity

noncomputable section

variable {H : Type*} [NormedAddCommGroup H] [InnerProductSpace ℂ H]

/-- An operator is Hermitian if it can be moved across the inner product. -/
def Hermitian (A : H →L[ℂ] H) : Prop := ∀ u v, ⟪A u, v⟫_ℂ = ⟪u, A v⟫_ℂ

/-- The real part of `⟨u, A u⟩`, which is the expectation value for Hermitian `A` and unit `u`. -/
def expect (A : H →L[ℂ] H) (u : H) : ℝ := (⟪u, A u⟫_ℂ).re

/-- `E` is the lowest real eigenvalue of `A`. -/
def IsGroundEnergy (A : H →L[ℂ] H) (E : ℝ) : Prop :=
  IsLeast {μ : ℝ | ∃ z, z ≠ 0 ∧ A z = (μ : ℂ) • z} E

/-- `x` is a unit eigenvector of `T` with energy `t`, and every real eigenvalue of `T` that has an
eigenvector orthogonal to `x` is at least `t + g`. -/
structure GappedState (T : H →L[ℂ] H) (t g : ℝ) (x : H) : Prop where
  unit : ‖x‖ = 1
  eigen : T x = (t : ℂ) • x
  gap : ∀ (μ : ℝ) (y : H), y ≠ 0 → T y = (μ : ℂ) • y → ⟪x, y⟫_ℂ = 0 → t + g ≤ μ

/-- The operator `|x⟩⟨x|`. -/
def ketBra (x : H) : H →L[ℂ] H := (innerSL ℂ x).smulRight x

/-- The Hamiltonian `T/r² + V/r` at density parameter `r ≠ 0`. -/
def jellium (T V : H →L[ℂ] H) (r : ℝ) : H →L[ℂ] H :=
  ((1 / r ^ 2 : ℝ) : ℂ) • T + ((1 / r : ℝ) : ℂ) • V

/-- Adding a real multiple of a Hermitian operator to a Hermitian operator gives a Hermitian
operator. -/
theorem Hermitian.add_smul {A B : H →L[ℂ] H} (hA : Hermitian A) (hB : Hermitian B) (r : ℝ) :
    Hermitian (A + (r : ℂ) • B) := by
  intro u v
  change ⟪A u + (r : ℂ) • B u, v⟫_ℂ = ⟪u, A v + (r : ℂ) • B v⟫_ℂ
  rw [inner_add_left, inner_add_right, inner_smul_left, inner_smul_right, hA, hB,
    Complex.conj_ofReal]

/-- The operator `|x⟩⟨x|` is Hermitian. -/
theorem ketBra_hermitian (x : H) : Hermitian (ketBra x) := by
  intro u v
  change ⟪⟪x, u⟫_ℂ • x, v⟫_ℂ = ⟪u, ⟪x, v⟫_ℂ • x⟫_ℂ
  rw [inner_smul_left, inner_smul_right, inner_conj_symm, mul_comm]

/-- For Hermitian `A`, the unnormalised quantity `⟨u + y, A (u + y)⟩` is the sum of `⟨u, A u⟩`,
`⟨y, A y⟩` and the interference term `2 Re ⟨y, A u⟩`. -/
theorem expect_add {A : H →L[ℂ] H} (hA : Hermitian A) (u y : H) :
    expect A (u + y) = expect A u + 2 * (⟪y, A u⟫_ℂ).re + expect A y := by
  unfold expect
  rw [map_add, inner_add_left, inner_add_right, inner_add_right, ← hA u y,
    ← inner_conj_symm (A u) y]
  simp only [Complex.add_re, Complex.conj_re]
  ring

/-- If all eigenvalues of a Hermitian operator in finite dimension are at least `c`, then
`⟨y, A y⟩` is at least `c ‖y‖²` for every `y`. -/
theorem le_expect [FiniteDimensional ℂ H] {A : H →L[ℂ] H} (hA : Hermitian A) {c : ℝ}
    (h : ∀ (μ : ℝ) (z : H), z ≠ 0 → A z = (μ : ℂ) • z → c ≤ μ) (y : H) :
    c * ‖y‖ ^ 2 ≤ expect A y := by
  have hs : (A : H →ₗ[ℂ] H).IsSymmetric := fun u v => hA u v
  obtain ⟨b, l, hb⟩ : ∃ (b : OrthonormalBasis (Fin (Module.finrank ℂ H)) ℂ H)
      (l : Fin (Module.finrank ℂ H) → ℝ), ∀ i, A (b i) = (l i : ℂ) • b i :=
    ⟨hs.eigenvectorBasis rfl, hs.eigenvalues rfl, fun i => hs.apply_eigenvectorBasis rfl i⟩
  have hn : ∀ i, ⟪y, b i⟫_ℂ * ⟪b i, y⟫_ℂ = (Complex.normSq ⟪b i, y⟫_ℂ : ℂ) := fun i => by
    rw [← inner_conj_symm y (b i), Complex.normSq_eq_conj_mul_self]
  -- both sides are sums over the eigenbasis
  have h1 : ‖y‖ ^ 2 = ∑ i, Complex.normSq ⟪b i, y⟫_ℂ := by
    have hre : (⟪y, y⟫_ℂ).re = ‖y‖ ^ 2 := inner_self_eq_norm_sq (𝕜 := ℂ) y
    rw [← hre, ← b.sum_inner_mul_inner y y, Complex.re_sum]
    exact Finset.sum_congr rfl fun i _ => by rw [hn, Complex.ofReal_re]
  have h2 : expect A y = ∑ i, l i * Complex.normSq ⟪b i, y⟫_ℂ := by
    unfold expect
    rw [← b.sum_inner_mul_inner y (A y), Complex.re_sum]
    refine Finset.sum_congr rfl fun i _ => ?_
    rw [← hA, hb, inner_smul_left, Complex.conj_ofReal, mul_left_comm, hn,
      Complex.re_ofReal_mul, Complex.ofReal_re]
  rw [h1, h2, Finset.mul_sum]
  exact Finset.sum_le_sum fun i _ => mul_le_mul_of_nonneg_right
    (h _ _ (b.orthonormal.ne_zero i) (hb i)) (Complex.normSq_nonneg _)

/-- For Hermitian `T` and `g > 0`, the energy `t` of a gapped state `x` is the lowest eigenvalue
of `T`, and every eigenvector with energy `t` is a multiple of `x`. -/
theorem GappedState.simple_lowest {T : H →L[ℂ] H} {t g : ℝ} {x : H} (hT : Hermitian T)
    (hx : GappedState T t g x) (hg : 0 < g) :
    IsGroundEnergy T t ∧ ∀ z, T z = (t : ℂ) • z → z = ⟪x, z⟫_ℂ • x := by
  have hx0 : x ≠ 0 := by
    intro h0
    have := hx.unit
    simp [h0] at this
  have hxx : ⟪x, x⟫_ℂ = 1 := by rw [inner_self_eq_norm_sq_to_K, hx.unit]; simp
  refine ⟨⟨⟨x, hx0, hx.eigen⟩, ?_⟩, fun z h => ?_⟩
  · rintro μ ⟨z, hz, h⟩
    by_cases hxz : ⟪x, z⟫_ℂ = 0
    · linarith [hx.gap μ z hz h hxz]
    · have h1 := hT x z
      rw [hx.eigen, h, inner_smul_left, inner_smul_right, Complex.conj_ofReal] at h1
      exact (Complex.ofReal_injective (mul_right_cancel₀ hxz h1)).le
  · by_contra hne
    have := hx.gap t (z - ⟪x, z⟫_ℂ • x) (sub_ne_zero.2 hne)
      (by rw [map_sub, map_smul, h, hx.eigen]; module)
      (by rw [inner_sub_right, inner_smul_right, hxx, mul_one, sub_self])
    linarith

/-- For Hermitian `T` in finite dimension, `⟨y, T y⟩` is at least `(t + g) ‖y‖²` for every `y`
orthogonal to the gapped state `x`. -/
theorem GappedState.le_expect_orthogonal [FiniteDimensional ℂ H] {T : H →L[ℂ] H} {t g : ℝ}
    {x : H} (hT : Hermitian T) (hx : GappedState T t g x) {y : H} (hy : ⟪x, y⟫_ℂ = 0) :
    (t + g) * ‖y‖ ^ 2 ≤ expect T y := by
  have hxx : ⟪x, x⟫_ℂ = 1 := by rw [inner_self_eq_norm_sq_to_K, hx.unit]; simp
  have hA : ∀ z, (T + (g : ℂ) • ketBra x) z = T z + (g : ℂ) • (⟪x, z⟫_ℂ • x) := fun _ => rfl
  -- adding `g |x⟩⟨x|` lifts the ground level to `t + g`
  have key := le_expect (hT.add_smul (ketBra_hermitian x) g) (c := t + g) (fun μ z hz h => by
    rw [hA] at h
    by_cases hxz : ⟪x, z⟫_ℂ = 0
    · exact hx.gap μ z hz (by simpa [hxz] using h) hxz
    · have h1 := congrArg (fun w => ⟪x, w⟫_ℂ) h
      simp only [inner_add_right, inner_smul_right, hxx, ← hT x z, hx.eigen, inner_smul_left,
        Complex.conj_ofReal] at h1
      have h2 : ((t + g : ℝ) : ℂ) = (μ : ℂ) := mul_right_cancel₀ hxz (by
        push_cast
        linear_combination h1)
      exact (Complex.ofReal_injective h2).le) y
  have e : expect (T + (g : ℂ) • ketBra x) y = expect T y := by
    unfold expect
    rw [hA, hy, zero_smul, smul_zero, add_zero]
  rwa [e] at key

/-- Let `T`, `V` be Hermitian in finite dimension, `x` a state of `T` with energy `t` and gap `g`,
`r ≥ 0` and `2r‖V‖ < g`. The lowest eigenvalue of `T + rV` is at most the first-order energy
`t + r⟨x,Vx⟩`, and lies below it by at most `r²‖Vx‖²/(g - 2r‖V‖)`. -/
theorem groundEnergy_bounds [FiniteDimensional ℂ H] {T V : H →L[ℂ] H} {t g r E : ℝ} {x : H}
    (hT : Hermitian T) (hV : Hermitian V) (hx : GappedState T t g x) (hr : 0 ≤ r)
    (hg : 2 * r * ‖V‖ < g) (hE : IsGroundEnergy (T + (r : ℂ) • V) E) :
    t + r * expect V x - r ^ 2 * ‖V x‖ ^ 2 / (g - 2 * r * ‖V‖) ≤ E ∧
      E ≤ t + r * expect V x := by
  have hsum : ∀ z, expect (T + (r : ℂ) • V) z = expect T z + r * expect V z := fun z => by
    change (⟪z, T z + (r : ℂ) • V z⟫_ℂ).re = _
    rw [inner_add_right, inner_smul_right, Complex.add_re, Complex.re_ofReal_mul]
    rfl
  have heig : ∀ (A : H →L[ℂ] H) (μ : ℝ) (z : H), A z = (μ : ℂ) • z →
      expect A z = μ * ‖z‖ ^ 2 := fun A μ z h => by
    have hre : (⟪z, z⟫_ℂ).re = ‖z‖ ^ 2 := inner_self_eq_norm_sq (𝕜 := ℂ) z
    rw [expect, h, inner_smul_right, Complex.re_ofReal_mul, hre]
  have hcs : ∀ u v : H, |(⟪u, v⟫_ℂ).re| ≤ ‖u‖ * ‖v‖ := fun u v =>
    (Complex.abs_re_le_norm _).trans (norm_inner_le_norm u v)
  have hVb : ∀ y, |expect V y| ≤ ‖V‖ * ‖y‖ ^ 2 := fun y => by
    have h1 := mul_le_mul_of_nonneg_left (V.le_opNorm y) (norm_nonneg y)
    have h2 : |expect V y| ≤ ‖y‖ * ‖V y‖ := hcs y (V y)
    linarith
  have hxx : ⟪x, x⟫_ℂ = 1 := by rw [inner_self_eq_norm_sq_to_K, hx.unit]; simp
  constructor
  · -- split the true ground vector into its part along `x` and a remainder `y`
    obtain ⟨z, hz, hEz⟩ := hE.1
    obtain ⟨a, y, hxy, rfl⟩ : ∃ (a : ℂ) (y : H), ⟪x, y⟫_ℂ = 0 ∧ z = a • x + y :=
      ⟨⟪x, z⟫_ℂ, z - ⟪x, z⟫_ℂ • x,
        by rw [inner_sub_right, inner_smul_right, hxx, mul_one, sub_self], by abel⟩
    have hyx : ⟪y, x⟫_ℂ = 0 := by rw [← inner_conj_symm, hxy, map_zero]
    have hax : ‖a • x‖ = ‖a‖ := by rw [norm_smul, hx.unit, mul_one]
    have hnorm : ‖a • x + y‖ ^ 2 = ‖a‖ ^ 2 + ‖y‖ ^ 2 := by
      rw [norm_add_sq (𝕜 := ℂ), inner_smul_left, hxy, hax]
      simp
    have hTa : T (a • x) = (t : ℂ) • (a • x) := by rw [map_smul, hx.eigen, smul_comm]
    have hVa : expect V (a • x) = ‖a‖ ^ 2 * expect V x := by
      unfold expect
      rw [map_smul, inner_smul_left, inner_smul_right, ← mul_assoc,
        ← Complex.normSq_eq_conj_mul_self, Complex.re_ofReal_mul, Complex.normSq_eq_norm_sq]
    have hcross : (⟪y, T (a • x)⟫_ℂ).re = 0 := by
      rw [hTa, inner_smul_right, inner_smul_right, hyx]
      simp
    have hen := heig _ _ _ hEz
    rw [hsum, expect_add hT, expect_add hV, hcross, heig T t _ hTa, hVa, hax, hnorm] at hen
    have hpos : 0 < ‖a‖ ^ 2 + ‖y‖ ^ 2 := by
      rw [← hnorm]
      exact pow_pos (norm_pos_iff.2 hz) 2
    have b1 := hx.le_expect_orthogonal hT hxy
    have b2 := mul_le_mul_of_nonneg_left (abs_le.1 (hVb y)).1 hr
    have b3 := (abs_le.1 (hcs y (V (a • x)))).1
    rw [map_smul, norm_smul] at b3
    rw [map_smul] at hen
    have b3' := mul_le_mul_of_nonneg_left b3 hr
    have b4 := (abs_le.1 (hVb x)).2
    rw [hx.unit, one_pow, mul_one] at b4
    have b4' := mul_le_mul_of_nonneg_left b4 (mul_nonneg hr (sq_nonneg ‖y‖))
    obtain ⟨D, hD⟩ : ∃ D, D = g - 2 * r * ‖V‖ := ⟨_, rfl⟩
    have hD0 : 0 < D := by linarith
    rw [← hD]
    obtain ⟨s, hs⟩ : ∃ s, s = r ^ 2 * ‖V x‖ ^ 2 / D := ⟨_, rfl⟩
    have hs0 : 0 ≤ s := by rw [hs]; positivity
    have hsD : s * D = r ^ 2 * ‖V x‖ ^ 2 := by rw [hs, div_mul_cancel₀ _ hD0.ne']
    rw [← hs]
    -- complete the square in the two amplitudes
    have hsq : 0 ≤ D * ‖y‖ ^ 2 - 2 * r * ‖V x‖ * ‖a‖ * ‖y‖ + s * ‖a‖ ^ 2 := by
      refine le_of_mul_le_mul_left ?_ hD0
      have e : D * (D * ‖y‖ ^ 2 - 2 * r * ‖V x‖ * ‖a‖ * ‖y‖ + s * ‖a‖ ^ 2)
          = (D * ‖y‖ - r * ‖V x‖ * ‖a‖) ^ 2 := by
        linear_combination ‖a‖ ^ 2 * hsD
      rw [mul_zero, e]
      positivity
    have hDy : D * ‖y‖ ^ 2 = (g - 2 * r * ‖V‖) * ‖y‖ ^ 2 := by rw [hD]
    have hsy := mul_nonneg hs0 (sq_nonneg ‖y‖)
    refine le_of_mul_le_mul_right ?_ hpos
    linarith
  · -- `x` serves as trial state
    have h := le_expect (hT.add_smul hV r) (fun μ z hz h => hE.2 ⟨z, hz, h⟩) x
    rw [hsum, heig T t x hx.eigen, hx.unit] at h
    linarith

/-- Let `T`, `V` be Hermitian in finite dimension, `x` a state of `T` with energy `t` and gap `g`,
`r > 0` and `2r‖V‖ < g`. The ground energy of `T/r² + V/r` is at most `t/r² + ⟨x,Vx⟩/r`, and lies
below it by at most `‖Vx‖²/(g - 2r‖V‖)`. -/
theorem jellium_bounds [FiniteDimensional ℂ H] {T V : H →L[ℂ] H} {t g r E : ℝ} {x : H}
    (hT : Hermitian T) (hV : Hermitian V) (hx : GappedState T t g x) (hr : 0 < r)
    (hg : 2 * r * ‖V‖ < g) (hE : IsGroundEnergy (jellium T V r) E) :
    t / r ^ 2 + expect V x / r - ‖V x‖ ^ 2 / (g - 2 * r * ‖V‖) ≤ E ∧
      E ≤ t / r ^ 2 + expect V x / r := by
  have hrc : (r : ℂ) ≠ 0 := Complex.ofReal_ne_zero.2 hr.ne'
  have hr2 : (r : ℂ) ^ 2 ≠ 0 := pow_ne_zero 2 hrc
  -- multiplying by `r²` turns the Hamiltonian into `T + rV`
  have hp : ∀ z, (T + (r : ℂ) • V) z = (r : ℂ) ^ 2 • jellium T V r z := fun z => by
    change T z + (r : ℂ) • V z =
      (r : ℂ) ^ 2 • (((1 / r ^ 2 : ℝ) : ℂ) • T z + ((1 / r : ℝ) : ℂ) • V z)
    have e1 : (r : ℂ) ^ 2 * ((1 / r ^ 2 : ℝ) : ℂ) = 1 := by
      push_cast
      exact mul_one_div_cancel hr2
    have e2 : (r : ℂ) ^ 2 * ((1 / r : ℝ) : ℂ) = r := by
      push_cast
      rw [pow_two, mul_assoc, mul_one_div_cancel hrc, mul_one]
    rw [smul_add, smul_smul, smul_smul, e1, e2, one_smul]
  have hS : IsGroundEnergy (T + (r : ℂ) • V) (r ^ 2 * E) := by
    constructor
    · obtain ⟨z, hz, h⟩ := hE.1
      refine ⟨z, hz, ?_⟩
      rw [hp, h, smul_smul]
      push_cast
      rfl
    · rintro μ ⟨z, hz, h⟩
      have h1 : E ≤ μ / r ^ 2 := hE.2 ⟨z, hz, by
        rw [← inv_smul_smul₀ hr2 (jellium T V r z), ← hp, h, smul_smul]
        congr 1
        push_cast
        ring⟩
      rw [le_div_iff₀ (pow_pos hr 2)] at h1
      linarith
  obtain ⟨h1, h2⟩ := groundEnergy_bounds hT hV hx hr.le hg hS
  have e1 : r ^ 2 * (t / r ^ 2) = t := mul_div_cancel₀ t (pow_ne_zero 2 hr.ne')
  have e2 : r ^ 2 * (expect V x / r) = r * expect V x := by
    rw [pow_two, mul_assoc, mul_div_cancel₀ _ hr.ne']
  rw [mul_div_assoc] at h1
  constructor
  · refine le_of_mul_le_mul_left ?_ (pow_pos hr 2)
    rw [mul_sub, mul_add, e1, e2]
    exact h1
  · refine le_of_mul_le_mul_left ?_ (pow_pos hr 2)
    rw [mul_add, e1, e2]
    exact h2

/-- For a unit vector `x`, the operator `-|x⟩⟨x|` is Hermitian and has `x` as a state with
energy `-1` and gap `1`. -/
theorem gappedState_witness {x : H} (hx : ‖x‖ = 1) :
    Hermitian (-ketBra x) ∧ GappedState (-ketBra x) (-1) 1 x := by
  have hxx : ⟪x, x⟫_ℂ = 1 := by rw [inner_self_eq_norm_sq_to_K, hx]; simp
  have hA : ∀ z, (-ketBra x) z = -(⟪x, z⟫_ℂ • x) := fun _ => rfl
  refine ⟨fun u v => ?_, hx, ?_, fun μ y hy h hxy => ?_⟩
  · change ⟪-(ketBra x u), v⟫_ℂ = ⟪u, -(ketBra x v)⟫_ℂ
    rw [inner_neg_left, inner_neg_right, ketBra_hermitian x u v]
  · rw [hA, hxx]
    simp
  · rw [hA, hxy, zero_smul, neg_zero] at h
    have hμ : μ = 0 := Complex.ofReal_eq_zero.1 ((smul_eq_zero.1 h.symm).resolve_right hy)
    rw [hμ]
    norm_num

end

end JelliumHighDensity
```

```lean
#print axioms JelliumHighDensity.GappedState.simple_lowest
#print axioms JelliumHighDensity.groundEnergy_bounds
#print axioms JelliumHighDensity.jellium_bounds
```

```
'JelliumHighDensity.GappedState.simple_lowest' depends on axioms: [propext, Classical.choice, Quot.sound]
'JelliumHighDensity.groundEnergy_bounds' depends on axioms: [propext, Classical.choice, Quot.sound]
'JelliumHighDensity.jellium_bounds' depends on axioms: [propext, Classical.choice, Quot.sound]
```

### From the eigenbasis to the completed square

`le_expect` is the weighted-average argument. It takes an eigenbasis from Mathlib's spectral theorem, writes both ‖y‖² and ⟨y,Ay⟩ as sums over it, and compares them term by term. Applied to x, it gives the upper bound.

`GappedState.le_expect_orthogonal` applies the same lemma to T + g|x⟩⟨x|, with the two cases for ⟨x,z⟩ treated as above. It uses `Hermitian.add_smul` and `ketBra_hermitian` to know that the lifted operator is Hermitian. `GappedState.simple_lowest` confirms that, for g > 0, the gap condition makes t the lowest eigenvalue of T, with only multiples of x as eigenvectors.

In the lower bound of `groundEnergy_bounds`, `expect_add` expands the energy of ax + y, and `hen` is the resulting equation for EN. The facts `b1` to `b4'` are the estimates on its terms. `hsq` is the completed square, proved after multiplication by D. The goal is then reduced to the same inequality multiplied by N, and `linarith` adds everything up.

`jellium_bounds` shows that r²E is the ground energy of T + rV, applies the previous theorem and divides by r². Finally, `gappedState_witness` gives a concrete gapped operator: −|x⟩⟨x|, with energy −1 and gap 1.
